# The partition function of one particle hopping on a triangle

One particle lives on three sites, and its Hamiltonian has amplitude 1 on each of the three bonds and zero on-site energies. The lemma says that the trace of exp(−βH) over this three-dimensional space is exp(−2β) + 2 exp(β), for every complex β. This fits the energies of H, which are 2 once and −1 twice. The proof puts eigenvectors, not normalised, in the columns of a matrix `P`, with inverse `Q`, and writes −βH as `P` times a diagonal matrix times `Q`. The exponential then acts on the diagonal matrix, and the trace is the sum of its three entries.

This version doesn't compile in Lean 4 with Mathlib:

```lean
import Mathlib

open Matrix NormedSpace

namespace MarshallPartitionFunction

noncomputable section

variable {n : Type*} [Fintype n] [DecidableEq n]

/-- The Boltzmann operator `exp (-β H)`. -/
def boltzmann (β : ℂ) (H : Matrix n n ℂ) : Matrix n n ℂ := NormedSpace.exp ((-β) • H)

/-- The partition function, the trace of the Boltzmann operator. -/
def partitionFunction (β : ℂ) (H : Matrix n n ℂ) : ℂ := Matrix.trace (boltzmann β H)

/-- The hopping Hamiltonian of a triangle, with unit amplitude on each of its three bonds. -/
def triangle : Matrix (Fin 3) (Fin 3) ℂ := !![0, 1, 1; 1, 0, 1; 1, 1, 0]

/-- The partition function of the triangle is `exp (-2β) + 2 exp β`. -/
theorem partitionFunction_triangle (β : ℂ) :
    partitionFunction β triangle = Complex.exp (-2 * β) + 2 * Complex.exp β := by
  -- the columns of P are eigenvectors, and Q is its inverse
  obtain ⟨P, hP⟩ : ∃ P : Matrix (Fin 3) (Fin 3) ℂ,
    P = !![1, 1, 0; 1, -1, 1; 1, 0, -1] := ⟨_, rfl⟩
  obtain ⟨Q, hQ⟩ : ∃ Q : Matrix (Fin 3) (Fin 3) ℂ,
    Q = !![1/3, 1/3, 1/3; 2/3, -1/3, -1/3; 1/3, 1/3, -2/3] := ⟨_, rfl⟩
  have hPQ : P * Q = 1 := by
    rw [hP, hQ]
    ext i j
    rw [Matrix.mul_apply, Fin.sum_univ_three]
    fin_cases i <;> fin_cases j <;> norm_num [Matrix.one_apply]
  have hQP : Q * P = 1 := mul_eq_one_comm.mp hPQ
  have hinv : P⁻¹ = Q := Matrix.inv_eq_right_inv hPQ
  have hT : (-β) • triangle = P * Matrix.diagonal ![-2 * β, β, β] * Q := by
    rw [hP, hQ]
    ext i j
    rw [Matrix.mul_apply]
    simp only [Matrix.mul_diagonal, Fin.sum_univ_three]
    fin_cases i <;> fin_cases j <;> simp [triangle] <;> ring
  have key := Matrix.exp_conj P (Matrix.diagonal ![-2 * β, β, β]) ⟨⟨P, Q, hPQ, hQP⟩, rfl⟩
  rw [hinv] at key
  rw [partitionFunction, boltzmann, hT, key, Matrix.trace_mul_comm, ← Matrix.mul_assoc, hQP,
    Matrix.one_mul, Matrix.exp_diagonal, Matrix.trace_diagonal, Fin.sum_univ_three]
  simp only [Pi.exp_apply, ← Complex.exp_eq_exp_ℂ]
  change Complex.exp (-2 * β) + Complex.exp β + Complex.exp β = _
  ring

end

end MarshallPartitionFunction
```

The error:

```
Main.lean:28:26: error: unsolved goals
case «0».«0»
β : ℂ
P : Matrix (Fin 3) (Fin 3) ℂ
hP : P = !![1, 1, 0; 1, -1, 1; 1, 0, -1]
Q : Matrix (Fin 3) (Fin 3) ℂ
hQ : Q = !![1 / 3, 1 / 3, 1 / 3; 2 / 3, -1 / 3, -1 / 3; 1 / 3, 1 / 3, -2 / 3]
⊢ ![1, 1, 0] 2 = 0 ∨ vecCons (1 / 3) (fun i => vecCons (2 / 3) (fun i => 1 / 3) i) 2 = 0

case «0».«1»
β : ℂ
P : Matrix (Fin 3) (Fin 3) ℂ
hP : P = !![1, 1, 0; 1, -1, 1; 1, 0, -1]
Q : Matrix (Fin 3) (Fin 3) ℂ
hQ : Q = !![1 / 3, 1 / 3, 1 / 3; 2 / 3, -1 / 3, -1 / 3; 1 / 3, 1 / 3, -2 / 3]
⊢ ![1, 1, 0] 2 = 0 ∨ vecCons (1 / 3) (fun i => vecCons (-(1 / 3)) (fun i => 1 / 3) i) 2 = 0

case «0».«2»
β : ℂ
P : Matrix (Fin 3) (Fin 3) ℂ
hP : P = !![1, 1, 0; 1, -1, 1; 1, 0, -1]
Q : Matrix (Fin 3) (Fin 3) ℂ
hQ : Q = !![1 / 3, 1 / 3, 1 / 3; 2 / 3, -1 / 3, -1 / 3; 1 / 3, 1 / 3, -2 / 3]
⊢ ![1, 1, 0] 2 = 0 ∨ vecCons (1 / 3) (fun i => vecCons (-(1 / 3)) (fun i => -(2 / 3)) i) 2 = 0

case «1».«0»
β : ℂ
P : Matrix (Fin 3) (Fin 3) ℂ
hP : P = !![1, 1, 0; 1, -1, 1; 1, 0, -1]
Q : Matrix (Fin 3) (Fin 3) ℂ
hQ : Q = !![1 / 3, 1 / 3, 1 / 3; 2 / 3, -1 / 3, -1 / 3; 1 / 3, 1 / 3, -2 / 3]
⊢ -(1 / 3) + ![1, -1, 1] 2 * vecCons (1 / 3) (fun i => vecCons (2 / 3) (fun i => 1 / 3) i) 2 = 0

case «1».«1»
β : ℂ
P : Matrix (Fin 3) (Fin 3) ℂ
hP : P = !![1, 1, 0; 1, -1, 1; 1, 0, -1]
Q : Matrix (Fin 3) (Fin 3) ℂ
hQ : Q = !![1 / 3, 1 / 3, 1 / 3; 2 / 3, -1 / 3, -1 / 3; 1 / 3, 1 / 3, -2 / 3]
⊢ 2 / 3 + ![1, -1, 1] 2 * vecCons (1 / 3) (fun i => vecCons (-(1 / 3)) (fun i => 1 / 3) i) 2 = 1

case «1».«2»
β : ℂ
P : Matrix (Fin 3) (Fin 3) ℂ
hP : P = !![1, 1, 0; 1, -1, 1; 1, 0, -1]
Q : Matrix (Fin 3) (Fin 3) ℂ
hQ : Q = !![1 / 3, 1 / 3, 1 / 3; 2 / 3, -1 / 3, -1 / 3; 1 / 3, 1 / 3, -2 / 3]
⊢ 2 / 3 + ![1, -1, 1] 2 * vecCons (1 / 3) (fun i => vecCons (-(1 / 3)) (fun i => -(2 / 3)) i) 2 = 0

case «2».«0»
β : ℂ
P : Matrix (Fin 3) (Fin 3) ℂ
hP : P = !![1, 1, 0; 1, -1, 1; 1, 0, -1]
Q : Matrix (Fin 3) (Fin 3) ℂ
hQ : Q = !![1 / 3, 1 / 3, 1 / 3; 2 / 3, -1 / 3, -1 / 3; 1 / 3, 1 / 3, -2 / 3]
⊢ 1 / 3 + ![1, 0, -1] 2 * vecCons (1 / 3) (fun i => vecCons (2 / 3) (fun i => 1 / 3) i) 2 = 0

case «2».«1»
β : ℂ
P : Matrix (Fin 3) (Fin 3) ℂ
hP : P = !![1, 1, 0; 1, -1, 1; 1, 0, -1]
Q : Matrix (Fin 3) (Fin 3) ℂ
hQ : Q = !![1 / 3, 1 / 3, 1 / 3; 2 / 3, -1 / 3, -1 / 3; 1 / 3, 1 / 3, -2 / 3]
⊢ 1 / 3 + ![1, 0, -1] 2 * vecCons (1 / 3) (fun i => vecCons (-(1 / 3)) (fun i => 1 / 3) i) 2 = 0

case «2».«2»
β : ℂ
P : Matrix (Fin 3) (Fin 3) ℂ
hP : P = !![1, 1, 0; 1, -1, 1; 1, 0, -1]
Q : Matrix (Fin 3) (Fin 3) ℂ
hQ : Q = !![1 / 3, 1 / 3, 1 / 3; 2 / 3, -1 / 3, -1 / 3; 1 / 3, 1 / 3, -2 / 3]
⊢ 1 / 3 + ![1, 0, -1] 2 * vecCons (1 / 3) (fun i => vecCons (-(1 / 3)) (fun i => -(2 / 3)) i) 2 = 1
Main.lean:45:13: error(lean.unknownIdentifier): Unknown identifier `Pi.exp_apply`
Main.lean:45:2: error: `simp` made no progress
```

The first message shows all nine entries of `P * Q = 1` still open. In each, `norm_num` has left vector entries at index 2, such as `![1, 1, 0] 2`, unevaluated. Plain `simp` can read off these entries, because it also runs Mathlib's simplification procedure for numeral indices, which `norm_num` does not. In the repair `simp` goes first, and `norm_num` does any arithmetic that is left.

The other two messages come from one line. Lean knows no lemma called `Pi.exp_apply`, and without it `simp only` has just the reversed `Complex.exp_eq_exp_ℂ`. That rewrites the exponential of a complex number, but the goal has the exponential of a whole vector, evaluated at an index, so nothing matches.

The repair proves the missing fact as `hexp`: a component of the vector's exponential is the complex exponential of that component. It follows from `NormedSpace.map_exp`, since taking a component is a continuous ring homomorphism. `simp only [hexp]` then turns the three terms into complex exponentials, as the `change` step needs.

The repair, with which the file compiles:

```diff
@@ -30,5 +30,5 @@
     ext i j
     rw [Matrix.mul_apply, Fin.sum_univ_three]
-    fin_cases i <;> fin_cases j <;> norm_num [Matrix.one_apply]
+    fin_cases i <;> fin_cases j <;> simp <;> norm_num
   have hQP : Q * P = 1 := mul_eq_one_comm.mp hPQ
   have hinv : P⁻¹ = Q := Matrix.inv_eq_right_inv hPQ
@@ -39,9 +39,14 @@
     simp only [Matrix.mul_diagonal, Fin.sum_univ_three]
     fin_cases i <;> fin_cases j <;> simp [triangle] <;> ring
+  -- the exponential of a vector is taken component by component
+  have hexp : ∀ (v : Fin 3 → ℂ) (i : Fin 3), NormedSpace.exp v i = Complex.exp (v i) := by
+    intro v i
+    rw [Complex.exp_eq_exp_ℂ]
+    exact NormedSpace.map_exp (Pi.evalRingHom (fun _ : Fin 3 => ℂ) i) (continuous_apply i) v
   have key := Matrix.exp_conj P (Matrix.diagonal ![-2 * β, β, β]) ⟨⟨P, Q, hPQ, hQP⟩, rfl⟩
   rw [hinv] at key
   rw [partitionFunction, boltzmann, hT, key, Matrix.trace_mul_comm, ← Matrix.mul_assoc, hQP,
     Matrix.one_mul, Matrix.exp_diagonal, Matrix.trace_diagonal, Fin.sum_univ_three]
-  simp only [Pi.exp_apply, ← Complex.exp_eq_exp_ℂ]
+  simp only [hexp]
   change Complex.exp (-2 * β) + Complex.exp β + Complex.exp β = _
   ring
```
